# Full polaron versus undisplaced state in the Rabi model: one energy crossing in |g| if D > w > 0, none if D ≤ w

**Q.** A two-level system with tunnel splitting D is coupled with strength g to one oscillator of frequency w (ħ = 1):

H = −(D/2)σx + w a†a + gσz(a + a†)

Letting the oscillator follow the spin gains coupling energy but suppresses tunnelling. Which trial state is lower, the fully displaced one or the undisplaced one? And does your Lean file start from this H, or just from two convenient formulas?

**A.** It starts from expectation values of H. The oscillator enters through the Fock amplitudes of a coherent state with real displacement f:

c_n(f) = exp(−f²/2) fⁿ/√(n!)

```lean
import Mathlib

open Real

namespace PolaronVersusUndisplaced

noncomputable section

/-- Fock amplitudes of the coherent oscillator state with real displacement `f`. -/
def coh (f : ℝ) (n : ℕ) : ℝ := exp (-f ^ 2 / 2) * f ^ n / √(n.factorial : ℝ)
```

**Q.** Where is H?

**A.** In its quadratic form, not as an operator on a Hilbert space. The sequences `u` and `d` are the real spin-up and spin-down amplitudes. Since ⟨σx⟩ = 2 Σ u_n d_n, the tunnelling term is −D Σ u_n d_n. The factor 2g arises because a and a† have equal means for real amplitudes.

```lean
/-- Quadratic form `⟨ψ|H|ψ⟩` of `H = -(D/2) σx + w a†a + g σz (a + a†)` for real Fock
amplitudes `u` (spin up) and `d` (spin down) whose series below converge. -/
def quadForm (D w g : ℝ) (u d : ℕ → ℝ) : ℝ :=
  -D * (∑' n, u n * d n)
    + w * ((∑' n : ℕ, (n : ℝ) * (u n * u n)) + ∑' n : ℕ, (n : ℝ) * (d n * d n))
    + 2 * g * ((∑' n : ℕ, √((n : ℝ) + 1) * (u n * u (n + 1)))
      - ∑' n : ℕ, √((n : ℝ) + 1) * (d n * d (n + 1)))
```

The normalised trial state is (|↑⟩|−f⟩ + |↓⟩|f⟩)/√2. The code omits the 1/√2 and divides the form by 2 instead.

```lean
/-- Energy of the ansatz with displacement `-f` on spin up and `f` on spin down: the quadratic
form divided by the squared norm 2 of the two coherent components. -/
def ansatzEnergy (D w g f : ℝ) : ℝ := quadForm D w g (coh (-f)) (coh f) / 2
```

**Q.** Lean gives a divergent series the value 0. Could that spoil the energy?

**A.** No, because `HasSum` states convergence together with the sum, and every series used here gets such a statement. For the overlap, the exponential series gives

Σ c_n(f) c_n(h) = exp(−(f² + h²)/2) Σ (fh)ⁿ/n! = exp(−(f − h)²/2)

The small lemma `hasSum_of_eq` lets the terms be rewritten one by one.

```lean
/-- A series with the same terms as a convergent one has the same sum. -/
theorem hasSum_of_eq {u v : ℕ → ℝ} {a b : ℝ} (h : HasSum u a) (huv : ∀ n, v n = u n)
    (hab : b = a) : HasSum v b := by
  rw [funext huv, hab]
  exact h

/-- The overlap of two coherent states with displacements `f` and `h` is
`exp (-(f - h)² / 2)`. -/
theorem coherent_overlap (f h : ℝ) :
    HasSum (fun n => coh f n * coh h n) (exp (-(f - h) ^ 2 / 2)) := by
  have hexp : HasSum (fun n : ℕ => (f * h) ^ n / (n.factorial : ℝ)) (exp (f * h)) := by
    rw [Real.exp_eq_exp_ℝ, NormedSpace.exp_eq_tsum_div]
    exact (Real.summable_pow_div_factorial (f * h)).hasSum
  refine hasSum_of_eq (hexp.mul_left (exp (-f ^ 2 / 2) * exp (-h ^ 2 / 2))) (fun n => ?_) ?_
  · have q : √(n.factorial : ℝ) * √(n.factorial : ℝ) = (n.factorial : ℝ) :=
      Real.mul_self_sqrt (by positivity)
    unfold coh
    rw [div_mul_div_comm, q, mul_pow]
    ring
  · rw [← Real.exp_add, ← Real.exp_add]
    congr 1
    ring
```

The remaining means follow from the lowering relation √(n+1) c_{n+1}(f) = f c_n(f):

Σ n c_n² = Σ (n+1) c_{n+1}² = f² Σ c_n² = f²

Σ √(n+1) c_n c_{n+1} = f Σ c_n² = f

```lean
/-- A coherent state is an eigenstate of the lowering operator with eigenvalue `f`. -/
theorem coherent_lowering (f : ℝ) (n : ℕ) :
    √((n : ℝ) + 1) * coh f (n + 1) = f * coh f n := by
  have h1 : √((n : ℝ) + 1) ≠ 0 := by positivity
  have h2 : √(n.factorial : ℝ) ≠ 0 := by positivity
  unfold coh
  rw [Nat.factorial_succ, Nat.cast_mul, Nat.cast_succ, Real.sqrt_mul (by positivity), pow_succ]
  field_simp
  ring

/-- In a coherent state the mean phonon number is `f²` and the mean of the lowering operator
is `f`. -/
theorem coherent_means (f : ℝ) :
    HasSum (fun n : ℕ => (n : ℝ) * (coh f n * coh f n)) (f ^ 2) ∧
    HasSum (fun n : ℕ => √((n : ℝ) + 1) * (coh f n * coh f (n + 1))) f := by
  constructor
  · -- the vacuum term vanishes, so the series may be shifted by one
    refine (hasSum_nat_add_iff' 1).mp ?_
    refine hasSum_of_eq ((coherent_overlap f f).mul_left (f ^ 2)) (fun n => ?_) (by simp)
    have hs : √((n : ℝ) + 1) ^ 2 = (n : ℝ) + 1 := Real.sq_sqrt (by positivity)
    push_cast
    linear_combination (√((n : ℝ) + 1) * coh f (n + 1) + f * coh f n) * coherent_lowering f n
      - coh f (n + 1) ^ 2 * hs
  · refine hasSum_of_eq ((coherent_overlap f f).mul_left f) (fun n => ?_) (by simp)
    linear_combination coh f n * coherent_lowering f n
```

**Q.** So what is the energy?

**A.** The two components overlap by exp(−2f²), both have mean phonon number f², and the coupling contributes g(−2f − 2f)/2 = −2gf:

E(f) = −(D/2) exp(−2f²) + w f² − 2gf

```lean
/-- The ansatz with displacement `f` has energy `-(D/2) exp(-2f²) + w f² - 2 g f`. -/
theorem ansatzEnergy_eq (D w g f : ℝ) :
    ansatzEnergy D w g f = -(D / 2) * exp (-(2 * f ^ 2)) + w * f ^ 2 - 2 * g * f := by
  have e : -(-f - f) ^ 2 / 2 = -(2 * f ^ 2) := by ring
  simp only [ansatzEnergy, quadForm, (coherent_overlap (-f) f).tsum_eq,
    (coherent_means _).1.tsum_eq, (coherent_means _).2.tsum_eq]
  rw [e]
  ring
```

The full polaron has f = g/w, which for w > 0 minimises the last two terms. With x = 2g²/w², they then give −g²/w = −wx/2, so

E(g/w) = −(D/2) exp(−x) − wx/2, E(0) = −D/2

```lean
/-- For `w > 0` and `x = 2g²/w²`, the full polaron, displaced by `g/w`, has energy
`-(D/2) exp(-x) - w x/2`, and the undisplaced state has energy `-D/2`. -/
theorem two_energies (D g : ℝ) {w : ℝ} (hw : 0 < w) :
    ansatzEnergy D w g (g / w)
      = -(D / 2) * exp (-(2 * g ^ 2 / w ^ 2)) - w * (2 * g ^ 2 / w ^ 2) / 2 ∧
    ansatzEnergy D w g 0 = -(D / 2) := by
  constructor
  · have e : 2 * (g / w) ^ 2 = 2 * g ^ 2 / w ^ 2 := by ring
    have e2 : w * (g / w) = g := by field_simp
    rw [ansatzEnergy_eq, e]
    linear_combination (2 * (g / w)) * e2 - (w / 2) * e
  · simp [ansatzEnergy_eq]
```

**Q.** Then the sign of the difference decides.

**A.** Yes:

E(g/w) − E(0) = ½[D(1 − exp(−x)) − wx]

For D > 0 this compares (1 − exp(−x))/x with w/D, and that ratio decreases strictly. To see it, take 0 < x < y. The tangent to exp at −x gives exp(−y) ≥ exp(−x)(1 + x − y) and 1 > exp(−x)(1 + x). Hence

y(1 − exp(−x)) − x(1 − exp(−y)) ≥ (y − x)[1 − exp(−x)(1 + x)] > 0

`nlinarith` combines the same two inequalities, multiplied by x and y − x.

```lean
/-- The ratio `(1 - exp(-x))/x` decreases strictly for `x > 0`, written without division. -/
theorem chord_decreasing {x y : ℝ} (hx : 0 < x) (hxy : x < y) :
    x * (1 - exp (-y)) < y * (1 - exp (-x)) := by
  -- exp lies above its tangent at -x, both at -y and at 0
  have h1 := mul_le_mul_of_nonneg_left (Real.add_one_le_exp (x - y)) (Real.exp_pos (-x)).le
  rw [← Real.exp_add, show -x + (x - y) = -y by ring] at h1
  have h2 := mul_lt_mul_of_pos_left (Real.add_one_lt_exp hx.ne') (Real.exp_pos (-x))
  rw [← Real.exp_add, neg_add_cancel, Real.exp_zero] at h2
  nlinarith [mul_le_mul_of_nonneg_left h1 hx.le, mul_lt_mul_of_pos_left h2 (sub_pos.2 hxy)]
```

**Q.** And a crossing exists when D > w?

**A.** At x = D/w the bracket in the energy difference is −D exp(−D/w) < 0. At x = s = D/w − 1 it is w − D exp(−s), which is positive because exp(s) > 1 + s = D/w. The intermediate value theorem supplies a zero in between.

```lean
/-- For `0 < w < D` the equation `D (1 - exp(-x)) = w x`, which expresses equality of the two
energies when `x = 2g²/w²`, has a solution strictly between `D/w - 1` and `D/w`. -/
theorem crossing_bracket {D w : ℝ} (hw : 0 < w) (hD : w < D) :
    ∃ x, D / w - 1 < x ∧ x < D / w ∧ D * (1 - exp (-x)) = w * x := by
  have h1 : 1 < D / w := (one_lt_div hw).2 hD
  have e : w * (D / w) = D := by field_simp
  have hc : ContinuousOn (fun x : ℝ => D * (1 - exp (-x)) - w * x)
      (Set.Icc (D / w - 1) (D / w)) := by fun_prop
  have hb : D * (1 - exp (-(D / w))) - w * (D / w) < 0 := by
    have := mul_pos (hw.trans hD) (Real.exp_pos (-(D / w)))
    linarith
  have ha : 0 < D * (1 - exp (-(D / w - 1))) - w * (D / w - 1) := by
    have h := Real.add_one_lt_exp (by linarith : D / w - 1 ≠ 0)
    have h2 : D < w * exp (D / w - 1) := by
      have := mul_lt_mul_of_pos_left h hw
      linarith
    have h3 := mul_lt_mul_of_pos_right h2 (Real.exp_pos (-(D / w - 1)))
    rw [mul_assoc, ← Real.exp_add, add_neg_cancel, Real.exp_zero] at h3
    linarith
  obtain ⟨x, hx, h0⟩ := intermediate_value_Ioo' (by linarith) hc ⟨hb, ha⟩
  exact ⟨x, hx.1, hx.2, sub_eq_zero.1 h0⟩
```

Take D = 2, w = 1. At x = 1 the polaron has energy −0.868, above −1; at x = 2 it has −1.135, below −1. The crossing is near x = 1.594.

**Q.** What about D ≤ w?

**A.** Since 0 < 1 − exp(−x) < x, we get D(1 − exp(−x)) ≤ w(1 − exp(−x)) < wx, so the polaron is lower. The coupling must be nonzero, as at g = 0 the two states coincide.

```lean
/-- For `w > 0`, `D ≤ w` and nonzero coupling, the full polaron lies strictly below the
undisplaced state. -/
theorem polaron_always_lower {D w g : ℝ} (hw : 0 < w) (hD : D ≤ w) (hg : g ≠ 0) :
    ansatzEnergy D w g (g / w) < ansatzEnergy D w g 0 := by
  rw [(two_energies D g hw).1, (two_energies D g hw).2]
  have hx : 0 < 2 * g ^ 2 / w ^ 2 := by positivity
  generalize 2 * g ^ 2 / w ^ 2 = x at hx ⊢
  have h1 := Real.add_one_lt_exp (by linarith : -x ≠ 0)
  have h2 : exp (-x) < 1 := Real.exp_lt_one_iff.2 (by linarith)
  have h3 := mul_le_mul_of_nonneg_right hD (by linarith : 0 ≤ 1 - exp (-x))
  have h4 := mul_lt_mul_of_pos_left (by linarith : 1 - exp (-x) < x) hw
  linarith
```

**Q.** The last theorem quantifies over g, not x. Is its threshold really unique?

**A.** Yes. For 0 < w < D, it says that there is exactly one x0 > 0 such that, at every nonzero g, the polaron is higher if x < x0, degenerate with the undisplaced state if x = x0, and lower if x > x0, where x = 2g²/w². In the proof, `low` and `high` get the signs from the decreasing ratio. For uniqueness, any rival threshold y is realised by g = w√(y/2). The energies would be equal there, which the signs allow only at y = x0.

```lean
/-- For `0 < w < D` there is exactly one `x0 > 0` such that, at every nonzero coupling, the full
polaron is higher than the undisplaced state if `2g²/w² < x0`, degenerate with it if
`2g²/w² = x0`, and lower if `2g²/w² > x0`. -/
theorem unique_crossover {D w : ℝ} (hw : 0 < w) (hD : w < D) :
    ∃! x0 : ℝ, 0 < x0 ∧ ∀ g : ℝ, g ≠ 0 →
      (2 * g ^ 2 / w ^ 2 < x0 → ansatzEnergy D w g 0 < ansatzEnergy D w g (g / w)) ∧
      (2 * g ^ 2 / w ^ 2 = x0 → ansatzEnergy D w g (g / w) = ansatzEnergy D w g 0) ∧
      (x0 < 2 * g ^ 2 / w ^ 2 → ansatzEnergy D w g (g / w) < ansatzEnergy D w g 0) := by
  obtain ⟨x0, hl, -, h0⟩ := crossing_bracket hw hD
  have hx0 : 0 < x0 := by linarith [(one_lt_div hw).2 hD]
  have hD0 : 0 < D := hw.trans hD
  -- sign of the energy difference on either side of the crossing
  have low : ∀ x, 0 < x → x < x0 → w * x < D * (1 - exp (-x)) := by
    intro x hx h
    have h1 := mul_lt_mul_of_pos_left (chord_decreasing hx h) hD0
    refine lt_of_mul_lt_mul_left (?_ : x0 * (w * x) < x0 * (D * (1 - exp (-x)))) hx0.le
    linear_combination h1 - x * h0
  have high : ∀ x, x0 < x → D * (1 - exp (-x)) < w * x := by
    intro x h
    have h1 := mul_lt_mul_of_pos_left (chord_decreasing hx0 h) hD0
    refine lt_of_mul_lt_mul_left (?_ : x0 * (D * (1 - exp (-x))) < x0 * (w * x)) hx0.le
    linear_combination h1 + x * h0
  refine ⟨x0, ⟨hx0, fun g hg => ?_⟩, ?_⟩
  · rw [(two_energies D g hw).1, (two_energies D g hw).2]
    have hx : 0 < 2 * g ^ 2 / w ^ 2 := by positivity
    generalize 2 * g ^ 2 / w ^ 2 = x at hx ⊢
    refine ⟨fun h => ?_, fun h => ?_, fun h => ?_⟩
    · linarith [low x hx h]
    · subst h
      linarith
    · linarith [high x h]
  · rintro y ⟨hy, hP⟩
    -- the coupling that realises the value y
    have hg : w * √(y / 2) ≠ 0 := by positivity
    have hgy : 2 * (w * √(y / 2)) ^ 2 / w ^ 2 = y := by
      rw [mul_pow, Real.sq_sqrt (by positivity)]
      field_simp
    have e := (hP _ hg).2.1 hgy
    rw [(two_energies D _ hw).1, (two_energies D _ hw).2, hgy] at e
    rcases lt_trichotomy y x0 with h | h | h
    · linarith [low y hy h]
    · exact h
    · linarith [high y h]

end

end PolaronVersusUndisplaced
```

```lean
#print axioms PolaronVersusUndisplaced.polaron_always_lower
-- 'PolaronVersusUndisplaced.polaron_always_lower' depends on axioms: [propext, Classical.choice, Quot.sound]
#print axioms PolaronVersusUndisplaced.unique_crossover
-- 'PolaronVersusUndisplaced.unique_crossover' depends on axioms: [propext, Classical.choice, Quot.sound]
```

**Q.** Does this locate a transition in the ground state?

**A.** No. It compares two trial states, without optimising f. For this single-mode model, it tells you when the fully displaced state gives a worse (higher) variational upper bound on the ground-state energy than the undisplaced one.
